# In a gapped dimerized chain, complex zeros of the squared energy set the Fourier decay of the inverse Bloch element

An electron hops along an infinite chain with two sites per cell, with amplitude v inside a cell and w between cells. Both sites have on-site energy zero. If |v| ≠ |w|, the spectrum has a gap centred at zero energy, and at that energy the electron cannot propagate. How quickly does its response to a local source die out along the chain?

In Lean 4 with Mathlib:

```lean
import Mathlib

open Complex Filter Topology

namespace DimerizedChain

noncomputable section
```

With unit cell length and wave number k, the Hamiltonian has zero diagonal and off-diagonal element h(k) = v + w exp(ik), which is `hop`. The amplitudes are real, and k may be complex.

```lean
/-- Off-diagonal Bloch element `v + w exp(ik)` of the dimerized chain at complex `k`. -/
def hop (v w : ℝ) (k : ℂ) : ℂ := v + w * exp (I * k)
```

The bands are ±E(k), and `energySq` is E² continued to complex k.

```lean
/-- Squared band energy `v² + w² + 2vw cos k` at complex `k`. -/
def energySq (v w : ℝ) (k : ℂ) : ℂ := v ^ 2 + w ^ 2 + 2 * v * w * cos k
```

The real-space coefficients of 1/h, for every integer n, are

c_n = (1/2π) ∫₀^{2π} exp(−ink)/h(k) dk.

Up to sign, they are the zero-energy Green's function between the two sublattices of this non-interacting chain. In the code, c_n is `invCoeff v w n`.

```lean
/-- The `n`-th Fourier coefficient of `1 / (v + w exp(ik))` over one period,
for hoppings with `|v| ≠ |w|`. -/
def invCoeff (v w : ℝ) (n : ℤ) : ℂ :=
  ((2 * Real.pi : ℝ) : ℂ)⁻¹ *
    ∫ k in (0 : ℝ)..(2 * Real.pi), exp (-(I * n) * k) / hop v w k
```

(a) Show that for every complex k

E²(k) = h(k) h(−k).

Solution. The product is v² + vw(exp(ik) + exp(−ik)) + w² exp(ik)exp(−ik). The bracket is 2 cos k and the last two exponentials multiply to 1. These two facts are `hc` and `h`; `linear_combination` does the expansion.

```lean
/-- The squared band energy is the product of the Bloch elements at `k` and `-k`. -/
theorem energySq_factor (v w : ℝ) (k : ℂ) :
    energySq v w k = hop v w k * hop v w (-k) := by
  have h : exp (I * k) * exp (I * (-k)) = 1 := by
    rw [← exp_add, show I * k + I * (-k) = 0 by ring, exp_zero]
  have hc : 2 * cos k = exp (I * k) + exp (I * (-k)) := by
    rw [Complex.cos, show I * k = k * I by ring, show I * (-k) = -k * I by ring]
    ring
  unfold energySq hop
  linear_combination (v : ℂ) * w * hc - (w : ℂ) ^ 2 * h
```

(b) For v, w > 0, show that h(k) = 0 exactly when, for some integer m,

k = π + 2πm − i ln(v/w).

Solution. The condition is exp(ik) = −v/w = exp(iπ + ln(v/w)), the second equality being `key`. Equal exponentials have exponents differing by 2πim, so ik = iπ + ln(v/w) + 2πim. Multiply by −i.

```lean
/-- For `v, w > 0` the Bloch element vanishes exactly at `k = π + 2πm - i ln(v/w)` with `m` an
integer. -/
theorem hop_eq_zero_iff {v w : ℝ} (hv : 0 < v) (hw : 0 < w) (k : ℂ) :
    hop v w k = 0 ↔
      ∃ m : ℤ, k = Real.pi + 2 * Real.pi * m - I * Real.log (v / w) := by
  have hw0 : (w : ℂ) ≠ 0 := by exact_mod_cast hw.ne'
  have key : exp (Real.pi * I + Real.log (v / w)) = -((v : ℂ) / w) := by
    rw [exp_add, exp_pi_mul_I, ← ofReal_exp, Real.exp_log (div_pos hv hw)]
    push_cast
    ring
  have hwv : (w : ℂ) * (v / w) = v := mul_div_cancel₀ _ hw0
  have h1 : hop v w k = 0 ↔ exp (I * k) = exp (Real.pi * I + Real.log (v / w)) := by
    rw [key]
    unfold hop
    constructor
    · intro h
      apply mul_left_cancel₀ hw0
      linear_combination h + hwv
    · intro h
      rw [h]
      linear_combination -hwv
  rw [h1, exp_eq_exp_iff_exists_int]
  constructor
  · rintro ⟨m, hm⟩
    exact ⟨m, by linear_combination (-I) * hm + (k - Real.pi - 2 * Real.pi * m) * I_sq⟩
  · rintro ⟨m, hm⟩
    exact ⟨m, by linear_combination I * hm - (Real.log (v / w) : ℂ) * I_sq⟩
```

(c) For v, w > 0, show that E²(k) = 0 exactly when, for some integer m,

k = π + 2πm ± i ln(v/w).

Solution. By (a), h(k) = 0 or h(−k) = 0. The first case gives the minus sign. The second gives −k = π + 2πm − i ln(v/w), hence k = π + 2π(−m−1) + i ln(v/w), which is the relabelling `-m - 1` in the code. At v = w the zeros are real and the gap closes.

```lean
/-- For `v, w > 0` the squared band energy vanishes at complex `k` exactly when `k = π + 2πm ± i
ln(v/w)` for an integer `m`. -/
theorem energySq_eq_zero_iff {v w : ℝ} (hv : 0 < v) (hw : 0 < w) (k : ℂ) :
    energySq v w k = 0 ↔
      ∃ m : ℤ, k = Real.pi + 2 * Real.pi * m + I * Real.log (v / w) ∨
        k = Real.pi + 2 * Real.pi * m - I * Real.log (v / w) := by
  rw [energySq_factor, mul_eq_zero, hop_eq_zero_iff hv hw, hop_eq_zero_iff hv hw]
  constructor
  · rintro (⟨m, hm⟩ | ⟨m, hm⟩)
    · exact ⟨m, Or.inr hm⟩
    · refine ⟨-m - 1, Or.inl ?_⟩
      push_cast
      linear_combination -hm
  · rintro ⟨m, hm | hm⟩
    · refine Or.inr ⟨-m - 1, ?_⟩
      push_cast
      linear_combination -hm
    · exact Or.inl ⟨m, hm⟩
```

(d) For v > w > 0, show that at every zero of E²

dE²/dk = −2vw sin k ≠ 0.

Solution. At a zero, 2vw cos k = −(v² + w²). If 2vw sin k vanished too, squaring and adding would give 4v²w² = (v² + w²)², so (v² − w²)² = 0 (`hc`), contradicting v > w. A simple zero of E² is a square-root branch point of E, by standard complex analysis.

```lean
/-- For `v > w > 0` every zero of the squared band energy is simple: the derivative
`-2vw sin k` does not vanish there. -/
theorem energySq_simple_zero {v w : ℝ} (hw : 0 < w) (hvw : w < v) {k : ℂ}
    (hk : energySq v w k = 0) :
    HasDerivAt (energySq v w) (-(2 * v * w * sin k)) k ∧ -(2 * v * w * sin k) ≠ 0 := by
  constructor
  · have h := ((Complex.hasDerivAt_cos k).const_mul (2 * v * w : ℂ)).const_add
      ((v : ℂ) ^ 2 + (w : ℂ) ^ 2)
    exact h.congr_deriv (by ring)
  · intro h0
    unfold energySq at hk
    -- a double zero would force `v² = w²`
    have hc : ((v : ℂ) ^ 2 - (w : ℂ) ^ 2) ^ 2 = 0 := by
      linear_combination ((v : ℂ) ^ 2 + w ^ 2 - 2 * v * w * cos k) * hk
        + 4 * (v : ℂ) ^ 2 * w ^ 2 * Complex.sin_sq_add_cos_sq k
        + (2 * v * w * sin k) * h0
    have hr : (v ^ 2 - w ^ 2) ^ 2 = 0 := by exact_mod_cast hc
    have hs : v ^ 2 - w ^ 2 = 0 := (pow_eq_zero_iff two_ne_zero).mp hr
    nlinarith [mul_pos (sub_pos.2 hvw) (add_pos (hw.trans hvw) hw)]
```

(e) For v > w > 0 and real k, show that

|h(k)| ≥ v − w.

Solution. Write v = h(k) − w exp(ik). Since |exp(ik)| = 1, the triangle inequality (`norm_sub_le`) gives v ≤ |h(k)| + w.

```lean
/-- For `v > w > 0` and real `k` the modulus of the Bloch element is at least `v - w`. -/
theorem hop_norm_ge {v w : ℝ} (hw : 0 < w) (hvw : w < v) (k : ℝ) :
    v - w ≤ ‖hop v w k‖ := by
  have he : ‖exp (I * k)‖ = 1 := by rw [mul_comm, norm_exp_ofReal_mul_I]
  have h := norm_sub_le (hop v w k) (w * exp (I * k))
  rw [show hop v w k - w * exp (I * k) = (v : ℂ) by unfold hop; ring, norm_mul, he,
    Complex.norm_real, Complex.norm_real, Real.norm_of_nonneg (hw.trans hvw).le,
    Real.norm_of_nonneg hw.le] at h
  linarith
```

(f) For v > w > 0 and every integer n, show that

v c_n + w c_{n−1} = δ_{n,0}.

Solution. By (e) the integrands are continuous. Since exp(−i(n−1)k) = exp(−ink) exp(ik), the left side is

(1/2π) ∫₀^{2π} exp(−ink) (v + w exp(ik))/h(k) dk = (1/2π) ∫₀^{2π} exp(−ink) dk.

This cancellation is `hwave`. For n = 0 the result is 1. For n ≠ 0 the antiderivative exp(−ink)/(−in) agrees at both ends, giving 0.

```lean
/-- For `v > w > 0`, the lattice equation `v c_n + w c_(n-1) = δ_(n,0)` for the Fourier coefficients
`c_n` of the inverse Bloch element. -/
theorem invCoeff_lattice {v w : ℝ} (hw : 0 < w) (hvw : w < v) (n : ℤ) :
    v * invCoeff v w n + w * invCoeff v w (n - 1) = if n = 0 then 1 else 0 := by
  have hne : ∀ k : ℝ, hop v w k ≠ 0 := fun k =>
    norm_pos_iff.mp (lt_of_lt_of_le (sub_pos.2 hvw) (hop_norm_ge hw hvw k))
  have hi : ∀ m : ℤ, IntervalIntegrable
      (fun k : ℝ => exp (-(I * m) * k) / hop v w k) MeasureTheory.volume 0 (2 * Real.pi) := by
    intro m
    refine (Continuous.div (by fun_prop) ?_ hne).intervalIntegrable _ _
    unfold hop
    fun_prop
  have hp : ((2 * Real.pi : ℝ) : ℂ) ≠ 0 := by exact_mod_cast Real.two_pi_pos.ne'
  have hsum := intervalIntegral.integral_add ((hi n).const_mul (v : ℂ))
    ((hi (n - 1)).const_mul (w : ℂ))
  rw [intervalIntegral.integral_const_mul, intervalIntegral.integral_const_mul] at hsum
  -- multiplying by the Bloch element leaves a pure plane wave
  have hwave : ∀ k : ℝ, (v : ℂ) * (exp (-(I * n) * k) / hop v w k)
      + w * (exp (-(I * ((n - 1 : ℤ) : ℂ)) * k) / hop v w k) = exp (-(I * n) * k) := by
    intro k
    have he : exp (-(I * ((n - 1 : ℤ) : ℂ)) * k) = exp (-(I * n) * k) * exp (I * k) := by
      rw [← exp_add]
      congr 1
      push_cast
      ring
    rw [he]
    calc _ = exp (-(I * n) * k) * hop v w k / hop v w k := by
          unfold hop
          ring
      _ = _ := mul_div_cancel_right₀ _ (hne k)
  simp only [hwave] at hsum
  have hint : v * invCoeff v w n + w * invCoeff v w (n - 1) =
      ((2 * Real.pi : ℝ) : ℂ)⁻¹ * ∫ k in (0 : ℝ)..(2 * Real.pi), exp (-(I * n) * k) := by
    rw [hsum]
    unfold invCoeff
    ring
  rw [hint]
  split_ifs with hn
  · subst hn
    have h1 : ∫ k in (0 : ℝ)..(2 * Real.pi), exp (-(I * ((0 : ℤ) : ℂ)) * k) =
        ((2 * Real.pi : ℝ) : ℂ) := by simp
    rw [h1, inv_mul_cancel₀ hp]
  · have hc : -(I * (n : ℂ)) ≠ 0 :=
      neg_ne_zero.mpr (mul_ne_zero I_ne_zero (by exact_mod_cast hn))
    have h1 : exp (-(I * n) * ((2 * Real.pi : ℝ) : ℂ)) = 1 :=
      exp_eq_one_iff.mpr ⟨-n, by push_cast; ring⟩
    rw [integral_exp_mul_complex hc, h1]
    simp
```

(g) For v > w > 0, show that

c_n = (−w/v)ⁿ/v for n ≥ 0, and c_n = 0 for n < 0.

Solution. By (e), |c_n| ≤ 1/(v − w) for all n (`bound`). For n < 0, applying (f) j times (`iter`) gives c_n = (−w/v)^j c_{n−j}, so

|c_n| ≤ (w/v)^j/(v − w) → 0 as j → ∞,

and c_n = 0. Now (f) at n = 0 gives c_0 = 1/v, and for n ≥ 1 it gives c_n = (−w/v) c_{n−1}; induction finishes.

```lean
/-- For `v > w > 0` the Fourier coefficients of `1 / (v + w exp(ik))` are `(-w/v)^n / v`
for `n ≥ 0` and zero for `n < 0`. -/
theorem invCoeff_eq {v w : ℝ} (hw : 0 < w) (hvw : w < v) :
    (∀ n : ℕ, invCoeff v w n = (-(w : ℂ) / v) ^ n / v) ∧
      ∀ n : ℤ, n < 0 → invCoeff v w n = 0 := by
  have hv : 0 < v := hw.trans hvw
  have hd : 0 < v - w := sub_pos.2 hvw
  have hv0 : (v : ℂ) ≠ 0 := by exact_mod_cast hv.ne'
  have step : ∀ m : ℤ, m ≠ 0 → invCoeff v w m = -(w : ℂ) / v * invCoeff v w (m - 1) := by
    intro m hm
    have h := invCoeff_lattice hw hvw m
    rw [if_neg hm] at h
    apply mul_left_cancel₀ hv0
    rw [← mul_assoc, mul_div_cancel₀ _ hv0]
    linear_combination h
  -- the gap on the real axis bounds all coefficients uniformly
  have bound : ∀ m : ℤ, ‖invCoeff v w m‖ ≤ 1 / (v - w) := by
    intro m
    have hI : ‖∫ k in (0 : ℝ)..(2 * Real.pi), exp (-(I * m) * k) / hop v w k‖
        ≤ 1 / (v - w) * |2 * Real.pi - 0| := by
      apply intervalIntegral.norm_integral_le_of_norm_le_const
      intro k _
      have he : ‖exp (-(I * m) * k)‖ = 1 := by
        rw [show -(I * (m : ℂ)) * k = ((-(m * k) : ℝ) : ℂ) * I by push_cast; ring,
          norm_exp_ofReal_mul_I]
      rw [norm_div, he]
      exact one_div_le_one_div_of_le hd (hop_norm_ge hw hvw k)
    rw [sub_zero, abs_of_pos Real.two_pi_pos] at hI
    unfold invCoeff
    rw [norm_mul, norm_inv, Complex.norm_real, Real.norm_of_nonneg Real.two_pi_pos.le,
      inv_mul_le_iff₀ Real.two_pi_pos]
    linarith
  have neg : ∀ n : ℤ, n < 0 → invCoeff v w n = 0 := by
    intro n hn
    have iter : ∀ j : ℕ, invCoeff v w n = (-(w : ℂ) / v) ^ j * invCoeff v w (n - j) := by
      intro j
      induction j with
      | zero => simp
      | succ j ih =>
        rw [ih, step (n - j) (by omega), pow_succ, mul_assoc,
          show n - ((j + 1 : ℕ) : ℤ) = n - j - 1 by push_cast; ring]
    have ht := (tendsto_pow_atTop_nhds_zero_of_lt_one (div_pos hw hv).le
      ((div_lt_one hv).mpr hvw)).mul_const (1 / (v - w))
    rw [zero_mul] at ht
    refine norm_le_zero_iff.mp (ge_of_tendsto' ht fun j => ?_)
    rw [iter j, norm_mul, norm_pow, norm_div, norm_neg, Complex.norm_real, Complex.norm_real,
      Real.norm_of_nonneg hw.le, Real.norm_of_nonneg hv.le]
    exact mul_le_mul_of_nonneg_left (bound _) (pow_nonneg (div_pos hw hv).le j)
  refine ⟨fun n => ?_, neg⟩
  induction n with
  | zero =>
    have h := invCoeff_lattice hw hvw 0
    rw [if_pos rfl, neg (0 - 1) (by norm_num), mul_zero, add_zero] at h
    rw [Nat.cast_zero, pow_zero, eq_div_iff hv0, mul_comm]
    exact h
  | succ n ih =>
    rw [step _ (by omega), show ((n + 1 : ℕ) : ℤ) - 1 = n by push_cast; ring, ih]
    ring
```

(h) For v > w > 0, show that every zero k₀ of E² satisfies

|Im k₀| = ln(v/w).

Solution. By (c), Im k₀ = ±ln(v/w), and the logarithm is positive.

```lean
/-- For `v > w > 0` every complex zero of the squared band energy lies at distance
`ln(v/w)` from the real axis. -/
theorem abs_im_of_energySq_eq_zero {v w : ℝ} (hw : 0 < w) (hvw : w < v) {k : ℂ}
    (hk : energySq v w k = 0) : |k.im| = Real.log (v / w) := by
  have hL : 0 < Real.log (v / w) := Real.log_pos ((one_lt_div hw).mpr hvw)
  obtain ⟨m, h | h⟩ := (energySq_eq_zero_iff (hw.trans hvw) hw k).mp hk
  · have him : k.im = Real.log (v / w) := by
      rw [h]
      simp
    rw [him, abs_of_pos hL]
  · have him : k.im = -Real.log (v / w) := by
      rw [h]
      simp
    rw [him, abs_neg, abs_of_pos hL]
```

(i) For v > w > 0, any zero k₀ of E² and n ≥ 0, show that

|c_n| = exp(−n |Im k₀|)/v.

Solution. By (g), |c_n| = (w/v)ⁿ/v = exp(−n ln(v/w))/v. Insert (h).

```lean
/-- For `v > w > 0` and `n ≥ 0` the `n`-th Fourier coefficient of `1 / (v + w exp(ik))` has modulus
`exp(-n |Im k₀|) / v`, where `k₀` is any complex zero of the squared band energy. -/
theorem norm_invCoeff_eq_exp {v w : ℝ} (hw : 0 < w) (hvw : w < v) {k₀ : ℂ}
    (hk : energySq v w k₀ = 0) (n : ℕ) :
    ‖invCoeff v w n‖ = Real.exp (-(n * |k₀.im|)) / v := by
  have hv : 0 < v := hw.trans hvw
  rw [abs_im_of_energySq_eq_zero hw hvw hk, (invCoeff_eq hw hvw).1 n, norm_div, norm_pow,
    norm_div, norm_neg, Complex.norm_real, Complex.norm_real, Real.norm_of_nonneg hw.le,
    Real.norm_of_nonneg hv.le, ← mul_neg, Real.exp_nat_mul, Real.exp_neg,
    Real.exp_log (div_pos hv hw), inv_div]

end

end DimerizedChain
```

```lean
#print axioms DimerizedChain.energySq_factor
-- 'DimerizedChain.energySq_factor' depends on axioms: [propext, Classical.choice, Quot.sound]
#print axioms DimerizedChain.energySq_simple_zero
-- 'DimerizedChain.energySq_simple_zero' depends on axioms: [propext, Classical.choice, Quot.sound]
#print axioms DimerizedChain.norm_invCoeff_eq_exp
-- 'DimerizedChain.norm_invCoeff_eq_exp' depends on axioms: [propext, Classical.choice, Quot.sound]
```

The chain is also gapped for w > v > 0, a case not proved here. The coefficients then vanish for n ≥ 0, and |c_n| = (v/w)^(|n|−1)/w for n < 0, so the decay rate per cell is again |Im k₀|.

Kohn's name is attached to the link between such branch points and the decay of Wannier functions. The decay found here is that of 1/h, and Wannier functions would need a separate argument.

The chain could also have been modelled as a ring of N cells, with the integral replaced by an average over the N allowed wave numbers. For v > w > 0 the coefficients would then be periodic in n, so those at negative n would no longer vanish, and for 0 ≤ n < N the geometric law would gain the factor 1/(1 − (−w/v)^N).
